# For a real symmetric matrix, one polynomial gives the shortest least-squares solution for every right-hand side

When static forces $b$ act on a free molecule with force-constant matrix $A$, the harmonic equations $Ax=b$ for the displacements $x$ are singular and may have no solution or infinitely many. A solution is therefore taken to be any $x$ that makes the residual norm $\|b-Ax\|$ as small as possible, and among these the shortest one is sought.

```lean
import Mathlib

open Polynomial

namespace KrylovLeastSquares

variable {E : Type*} [NormedAddCommGroup E] [InnerProductSpace ℝ E]

/-- The vector `x` is a least-squares solution of `A x = b`: no `y` gives a smaller
residual norm `‖b - A y‖`. -/
def IsLeastSquares (A : Module.End ℝ E) (b x : E) : Prop :=
  ∀ y, ‖b - A x‖ ≤ ‖b - A y‖

/-- The Krylov vector `A q(A) b` built from the polynomial `q`. -/
noncomputable def krylovVector (A : Module.End ℝ E) (q : ℝ[X]) (b : E) : E :=
  A (aeval A q b)

/-- For a symmetric operator `A`, the least-squares solutions are exactly the vectors whose
residual `b - A x` is annihilated by `A`. -/
theorem isLeastSquares_iff {A : Module.End ℝ E} (hA : LinearMap.IsSymmetric A) (b x : E) :
    IsLeastSquares A b x ↔ A (b - A x) = 0 := by
  constructor
  · intro h
    -- compare `x` with `x + t • g`, where `g = A (b - A x)` is the negative gradient of half the squared residual norm
    have key : ∀ t : ℝ, 2 * t * ‖A (b - A x)‖ ^ 2 ≤ t ^ 2 * ‖A (A (b - A x))‖ ^ 2 := by
      intro t
      have h1 := h (x + t • A (b - A x))
      have h2 : b - A (x + t • A (b - A x)) = (b - A x) - t • A (A (b - A x)) := by
        rw [map_add, map_smul, sub_add_eq_sub_sub]
      have h3 : inner ℝ (b - A x) (A (A (b - A x))) = ‖A (b - A x)‖ ^ 2 :=
        (hA _ _).symm.trans (real_inner_self_eq_norm_sq _)
      rw [h2] at h1
      have h4 := pow_le_pow_left₀ (norm_nonneg _) h1 2
      rw [norm_sub_sq_real (b - A x) (t • A (A (b - A x))), inner_smul_right, h3,
        norm_smul, mul_pow, Real.norm_eq_abs, sq_abs] at h4
      linarith
    obtain ⟨t, ht⟩ : ∃ t : ℝ, t * (‖A (A (b - A x))‖ ^ 2 + 1) = ‖A (b - A x)‖ ^ 2 :=
      ⟨_, div_mul_cancel₀ _ (by positivity)⟩
    have h5 := key t
    rw [← ht] at h5
    have h6 : t ^ 2 = 0 := by
      nlinarith [sq_nonneg t, mul_nonneg (sq_nonneg t) (sq_nonneg ‖A (A (b - A x))‖)]
    have h7 : t = 0 := (pow_eq_zero_iff two_ne_zero).mp h6
    rw [h7, zero_mul] at ht
    exact norm_eq_zero.mp ((pow_eq_zero_iff two_ne_zero).mp ht.symm)
  · intro h y
    -- the residual is orthogonal to the range, so Pythagoras applies
    have h1 : b - A y = (b - A x) + A (x - y) := by
      rw [map_sub]; abel
    have h2 : inner ℝ (b - A x) (A (x - y)) = 0 := by
      rw [← hA (b - A x) (x - y), h, inner_zero_left]
    have h3 := norm_add_sq_real (b - A x) (A (x - y))
    rw [h2, ← h1] at h3
    exact le_of_sq_le_sq (by nlinarith [sq_nonneg ‖A (x - y)‖]) (norm_nonneg _)
where
  le_of_sq_le_sq {r s : ℝ} (h : r ^ 2 ≤ s ^ 2) (hs : 0 ≤ s) : r ≤ s := by
    nlinarith

/-- For a symmetric operator `A`, a least-squares solution of the form `A z` is strictly shorter
than every other least-squares solution. -/
theorem norm_lt_of_mem_range {A : Module.End ℝ E} (hA : LinearMap.IsSymmetric A) {b z y : E}
    (hz : IsLeastSquares A b (A z)) (hy : IsLeastSquares A b y) (hne : y ≠ A z) :
    ‖A z‖ < ‖y‖ := by
  rw [isLeastSquares_iff hA] at hz hy
  -- the difference of two solutions lies in the kernel of `A`
  have h1 : A (A (y - A z)) = 0 := by
    have h : A (y - A z) = (b - A (A z)) - (b - A y) := by
      rw [map_sub]; abel
    rw [h, map_sub, hz, hy, sub_zero]
  have h2 : A (y - A z) = 0 := by
    have h := hA (y - A z) (A (y - A z))
    rw [h1, inner_zero_right, real_inner_self_eq_norm_sq] at h
    exact norm_eq_zero.mp ((pow_eq_zero_iff two_ne_zero).mp h)
  -- and the kernel is orthogonal to the range
  have h3 : inner ℝ (A z) (y - A z) = 0 := by
    rw [hA z (y - A z), h2, inner_zero_right]
  have h4 := norm_add_sq_real (A z) (y - A z)
  rw [h3, add_sub_cancel] at h4
  have h5 : 0 < ‖y - A z‖ := norm_pos_iff.mpr (sub_ne_zero.mpr hne)
  nlinarith [norm_nonneg y, norm_nonneg (A z), pow_pos h5 2]

/-- On an eigenvector `v` with eigenvalue `μ`, applying `A` to the residual of the Krylov vector
multiplies `v` by `μ (1 - μ² q(μ))`. -/
theorem residual_eigenvector {A : Module.End ℝ E} (q : ℝ[X]) {μ : ℝ} {v : E}
    (hv : Module.End.HasEigenvector A μ v) :
    A (v - A (krylovVector A q v)) = (μ * (1 - μ ^ 2 * q.eval μ)) • v := by
  simp only [krylovVector, Module.End.aeval_apply_of_hasEigenvector hv, map_sub, map_smul,
    hv.apply_eq_smul]
  module

/-- For a symmetric operator `A` in finite dimension, `A q(A) b` is a least-squares solution for
every `b` exactly when `q(μ) = 1/μ²` at each nonzero eigenvalue `μ`. -/
theorem krylov_isLeastSquares_iff [FiniteDimensional ℝ E] {A : Module.End ℝ E}
    (hA : LinearMap.IsSymmetric A) (q : ℝ[X]) :
    (∀ b, IsLeastSquares A b (krylovVector A q b)) ↔
      ∀ μ : ℝ, μ ≠ 0 → Module.End.HasEigenvalue A μ → μ ^ 2 * q.eval μ = 1 := by
  constructor
  · intro h μ h0 hμ
    obtain ⟨v, hv⟩ := hμ.exists_hasEigenvector
    have h1 := (isLeastSquares_iff hA _ _).1 (h v)
    rw [residual_eigenvector q hv] at h1
    have h2 := (mul_eq_zero.mp ((smul_eq_zero.mp h1).resolve_right hv.2)).resolve_left h0
    linarith
  · intro h b
    rw [isLeastSquares_iff hA]
    -- it suffices to check the normal equation on a basis of eigenvectors
    have key : A * (1 - A * (A * aeval A q)) = 0 := by
      apply (hA.eigenvectorBasis rfl).toBasis.ext
      intro i
      obtain ⟨μ, hv⟩ : ∃ μ : ℝ, Module.End.HasEigenvector A μ (hA.eigenvectorBasis rfl i) :=
        ⟨_, hA.hasEigenvector_eigenvectorBasis rfl i⟩
      have hc : μ * (1 - μ ^ 2 * q.eval μ) = 0 := by
        by_cases h0 : μ = 0
        · rw [h0, zero_mul]
        · rw [h μ h0 (Module.End.hasEigenvalue_of_hasEigenvector hv), sub_self, mul_zero]
      have hr := residual_eigenvector q hv
      rw [hc, zero_smul] at hr
      rw [OrthonormalBasis.coe_toBasis]
      exact hr
    exact LinearMap.congr_fun key b

/-- For a symmetric operator `A` in finite dimension there is a real polynomial `q`, of degree
below the number of distinct nonzero eigenvalues, such that for every `b` the vector `A q(A) b`
is a least-squares solution and is strictly shorter than every other one. -/
theorem exists_krylov_minimal_norm [FiniteDimensional ℝ E] {A : Module.End ℝ E}
    (hA : LinearMap.IsSymmetric A) :
    ∃ q : ℝ[X],
      q.degree < (({μ : ℝ | μ ≠ 0 ∧ Module.End.HasEigenvalue A μ}.ncard : ℕ) : WithBot ℕ) ∧
      ∀ b, IsLeastSquares A b (krylovVector A q b) ∧
        ∀ y, IsLeastSquares A b y → y ≠ krylovVector A q b → ‖krylovVector A q b‖ < ‖y‖ := by
  -- eigenvalues are roots of the minimal polynomial, hence finite in number
  have hfin : {μ : ℝ | μ ≠ 0 ∧ Module.End.HasEigenvalue A μ}.Finite := by
    refine (minpoly ℝ A).roots.toFinset.finite_toSet.subset ?_
    rintro μ ⟨-, hμ⟩
    rw [Finset.mem_coe, Multiset.mem_toFinset,
      mem_roots (minpoly.ne_zero (Algebra.IsIntegral.isIntegral A))]
    exact Module.End.isRoot_of_hasEigenvalue hμ
  have hinj : Set.InjOn (id : ℝ → ℝ) hfin.toFinset := Function.injective_id.injOn
  -- interpolate `1/μ²` at the nonzero eigenvalues
  refine ⟨Lagrange.interpolate hfin.toFinset id (fun μ : ℝ => (μ ^ 2)⁻¹), ?_, fun b => ?_⟩
  · rw [Set.ncard_eq_toFinset_card _ hfin]
    exact Lagrange.degree_interpolate_lt _ hinj
  · have hls := (krylov_isLeastSquares_iff hA
      (Lagrange.interpolate hfin.toFinset id (fun μ : ℝ => (μ ^ 2)⁻¹))).2 (by
        intro μ h0 hμ
        have he : eval μ (Lagrange.interpolate hfin.toFinset id (fun μ : ℝ => (μ ^ 2)⁻¹))
            = (μ ^ 2)⁻¹ :=
          Lagrange.eval_interpolate_at_node (fun μ : ℝ => (μ ^ 2)⁻¹) hinj
            (hfin.mem_toFinset.2 ⟨h0, hμ⟩)
        rw [he, mul_inv_cancel₀ (pow_ne_zero 2 h0)]) b
    exact ⟨hls, fun y hy hne => norm_lt_of_mem_range hA hls hy hne⟩

variable {n : Type*} [Fintype n] [DecidableEq n]

/-- A polynomial of the operator defined by a real matrix acts as the same polynomial of the
matrix. -/
theorem aeval_toEuclideanLin (A : Matrix n n ℝ) (q : ℝ[X]) (v : EuclideanSpace ℝ n) :
    aeval (Matrix.toEuclideanLin A : Module.End ℝ (EuclideanSpace ℝ n)) q v =
      WithLp.toLp 2 ((aeval A q).mulVec v.ofLp) := by
  induction q using Polynomial.induction_on generalizing v with
  | C a => simp [Algebra.algebraMap_eq_smul_one, Matrix.smul_mulVec]
  | add p q hp hq =>
    rw [map_add, LinearMap.add_apply, hp, hq, map_add, Matrix.add_mulVec, WithLp.toLp_add]
  | monomial k a ih =>
    rw [pow_succ, ← mul_assoc, map_mul, aeval_X, Module.End.mul_apply, ih,
      map_mul (aeval A) (C a * X ^ k) X, aeval_X, ← Matrix.mulVec_mulVec]
    rfl

/-- For every real symmetric matrix `A` there is a real polynomial `q` such that, for every `b`,
`x = A q(A) b` minimizes `‖b - A y‖` over all `y` and is strictly shorter than every other
minimizer. -/
theorem matrix_exists_krylov_minimal_norm (A : Matrix n n ℝ) (hA : A.IsSymm) :
    ∃ q : ℝ[X], ∀ b : EuclideanSpace ℝ n,
      let x : EuclideanSpace ℝ n := Matrix.toEuclideanLin A
        (WithLp.toLp 2 ((aeval A q).mulVec b.ofLp))
      IsLeastSquares (Matrix.toEuclideanLin A) b x ∧
        ∀ y, IsLeastSquares (Matrix.toEuclideanLin A) b y → y ≠ x → ‖x‖ < ‖y‖ := by
  have hH : A.IsHermitian := by
    rw [Matrix.IsHermitian, Matrix.conjTranspose_eq_transpose_of_trivial]
    exact hA
  obtain ⟨q, -, hq⟩ := exists_krylov_minimal_norm (Matrix.isSymmetric_toEuclideanLin_iff.2 hH)
  refine ⟨q, fun b => ?_⟩
  have h := hq b
  simp only [krylovVector, aeval_toEuclideanLin] at h
  exact h

end KrylovLeastSquares
```

```lean
#print axioms KrylovLeastSquares.exists_krylov_minimal_norm
#print axioms KrylovLeastSquares.matrix_exists_krylov_minimal_norm
```

```
'KrylovLeastSquares.exists_krylov_minimal_norm' depends on axioms: [propext, Classical.choice, Quot.sound]
'KrylovLeastSquares.matrix_exists_krylov_minimal_norm' depends on axioms: [propext, Classical.choice, Quot.sound]
```

## One polynomial, all right-hand sides

The predicate `IsLeastSquares A b x` says that $\|b-Ax\|\le\|b-Ay\|$ for every $y$. It mentions neither a pseudoinverse nor an algorithm. The operator `A : Module.End ℝ E` is a linear map from a real inner product space to itself, and `LinearMap.IsSymmetric A` means $\langle Au,v\rangle=\langle u,Av\rangle$ for all $u,v$. Nothing requires $A$ to be invertible or positive.

The expression `aeval A q` is the polynomial $q$ evaluated at $A$, and `krylovVector A q b` is $A\,q(A)\,b$. The name is narrower than textbook use: a Krylov space usually contains $b$ itself, while here every vector carries at least one factor of $A$ and so lies in the range of $A$.

The theorem `exists_krylov_minimal_norm` states that, in finite dimension, there is a real polynomial $q$ such that for every $b$ the vector $x=A\,q(A)\,b$ is a least-squares solution and every other least-squares solution is strictly longer. The polynomial is chosen before $b$, so it depends on $A$ alone. Its degree is below $m$, the number of distinct nonzero eigenvalues of $A$; a repeated eigenvalue counts once. Hence $x$ is a combination of $Ab,A^2b,\dots,A^mb$. If $A=0$, then $m=0$, the bound forces $q=0$, and $x=0$.

The theorem `matrix_exists_krylov_minimal_norm` says the same for a real matrix with `A.IsSymm`, without the degree bound. There `Matrix.toEuclideanLin` turns the matrix into an operator on `EuclideanSpace ℝ n`, while `WithLp.toLp 2` and `.ofLp` pass between plain coordinate lists and vectors with the Euclidean norm. Both theorems have real scalars and finite dimension; complex Hermitian matrices would need their own statement.

## Zero modes and unbalanced forces

For the free molecule at equilibrium, rigid translations and infinitesimal rotations are zero modes of $A$. In the harmonic equations, a force with a component along them cannot be balanced by any displacement. If there are no other zero modes, a least-squares solution balances the rest of the force and leaves that component as the residual. Adding a translation or an infinitesimal rotation to $x$ changes nothing in $Ax$, and the minimal norm removes this freedom. In unweighted Cartesian coordinates the shortest solution has, in particular, zero average displacement.

The same structure occurs in first-order perturbation theory. In a finite real orthonormal basis, let $\psi_0$ be a normalised eigenvector of the real symmetric matrix $H_0$ with nondegenerate energy $E_0$, let $V$ be a real symmetric perturbation, and let $E_1=\langle\psi_0,V\psi_0\rangle$. The equation $(H_0-E_0)\psi_1=-(V-E_1)\psi_0$ is singular, and its shortest solution is the correction $\psi_1$ orthogonal to $\psi_0$.

One matter that the theorem leaves open in a real computation is the identification of the zero modes. In a numerically obtained force-constant matrix their eigenvalues are often small but not zero, and the theorem then treats them as ordinary eigenvalues to be inverted.

## The residual must lie in the kernel

Write $r=b-Ax$ and $g=Ar$. The vector $g$ is the direction of steepest descent of $\tfrac12\|b-Ax\|^2$. The lemma `isLeastSquares_iff` says that $x$ is a least-squares solution exactly when $g=0$.

Suppose $x$ is a minimizer, and compare it with $x+tg$ for real $t$:

$$\|r\|^2\le\|r-tAg\|^2=\|r\|^2-2t\langle r,Ag\rangle+t^2\|Ag\|^2 .$$

By symmetry $\langle r,Ag\rangle=\langle Ar,g\rangle=\|g\|^2$, so $2t\|g\|^2\le t^2\|Ag\|^2$ for all $t$. This is `key` in the Lean proof. By hand one would divide by $t>0$ and let $t\to0$. Lean avoids the limit by choosing $t$ with $t(\|Ag\|^2+1)=\|g\|^2$. Substitution gives $t^2(\|Ag\|^2+2)\le0$, hence $t=0$ and $g=0$.

Conversely, let $Ar=0$. For any $y$ we have $b-Ay=r+A(x-y)$, and $\langle r,A(x-y)\rangle=\langle Ar,x-y\rangle=0$. Pythagoras gives

$$\|b-Ay\|^2=\|r\|^2+\|A(x-y)\|^2\ge\|r\|^2 .$$

## A solution in the range is the shortest

Let $x=Az$ and $y\ne x$ both be least-squares solutions, and put $d=y-x$. Since $Ad=(b-Ax)-(b-Ay)$ and $A$ annihilates both residuals, $A^2d=0$. Then $\|Ad\|^2=\langle d,A^2d\rangle=0$, so $Ad=0$. It follows that $\langle x,d\rangle=\langle Az,d\rangle=\langle z,Ad\rangle=0$, and therefore

$$\|y\|^2=\|x\|^2+\|d\|^2>\|x\|^2 .$$

This is `norm_lt_of_mem_range`, where `h1`, `h2` and `h3` are the three vanishing quantities in the same order. Like the previous lemma, it holds in any dimension. Since $A\,q(A)\,b$ always lies in the range of $A$, it only remains to make it a least-squares solution.

## Interpolating $1/\mu^2$

Let $Av=\mu v$ with $v\ne0$. Then $q(A)v=q(\mu)v$. For $b=v$ the candidate is $x=\mu q(\mu)v$, and

$$A(v-Ax)=\mu\bigl(1-\mu^2q(\mu)\bigr)v ,$$

which is `residual_eigenvector`. One factor of $\mu$ in $\mu^2$ comes from the $A$ in front of $q(A)$, the other from forming $Ax$.

If $A\,q(A)\,b$ is a least-squares solution for every $b$, taking $b=v$ with $\mu\ne0$ gives $\mu^2q(\mu)=1$. Conversely, if this holds at every nonzero eigenvalue, the factor above vanishes on every eigenvector; for $\mu=0$ it vanishes whatever $q(0)$ is. A symmetric operator in finite dimension has an orthonormal basis of eigenvectors, so by linearity the normal equation holds for every $b$. In `krylov_isLeastSquares_iff` this is expressed by showing that the operator `A * (1 - A * (A * aeval A q))` is zero on each member of `hA.eigenvectorBasis rfl`.

Such a $q$ exists because the nonzero eigenvalues $\mu_1,\dots,\mu_m$ are finite in number, being roots of the minimal polynomial. Lagrange interpolation gives

$$q(t)=\sum_{i=1}^m\frac1{\mu_i^2}\prod_{j\ne i}\frac{t-\mu_j}{\mu_i-\mu_j},$$

with degree below $m$. In Lean this is `Lagrange.interpolate`, and Mathlib supplies both its values at the nodes and the degree bound.

For the matrix form, `aeval_toEuclideanLin` shows by induction on $q$ that a polynomial of the operator acts as the same polynomial of the matrix. A real symmetric matrix is Hermitian because conjugation does nothing to real numbers, so the operator theorem applies.

## Three masses pushed at one end

Take three equal masses on a line, joined by two springs of constant $k>0$, with a force $F$ on the first mass only:

$$A=k\begin{pmatrix}1&-1&0\\-1&2&-1\\0&-1&1\end{pmatrix},\qquad b=F\begin{pmatrix}1\\0\\0\end{pmatrix}.$$

The eigenvalues are $0$, $k$ and $3k$, so $q$ is the line through $q(k)=1/k^2$ and $q(3k)=1/(9k^2)$:

$$q(t)=\frac{13}{9k^2}-\frac{4t}{9k^3}.$$

Two multiplications by $A$ give $Ab=kF(1,-1,0)^T$ and $A^2b=k^2F(2,-3,1)^T$. Hence

$$x=\frac{13}{9k^2}Ab-\frac{4}{9k^3}A^2b=\frac{F}{9k}\begin{pmatrix}5\\-1\\-4\end{pmatrix},\qquad b-Ax=\frac F3\begin{pmatrix}1\\1\\1\end{pmatrix}.$$

The displacements sum to zero, and the residual is the uniform force that would accelerate the chain as a whole.

An iterative solver need not know the eigenvalues or $q$ in advance. A range-restricted minimum-residual method builds $Ab,A^2b,\dots$ from matrix–vector products, usually in orthogonalised form, and chooses the coefficients that minimize the residual norm. In this example, minimizing $\|b-A(c_1Ab+c_2A^2b)\|$ over $c_1$ and $c_2$ returns $c_1=13/(9k^2)$ and $c_2=-4/(9k^3)$, the coefficients of $q$.
